# The trace of exp(−βH) for a finite Hermitian matrix is the sum of Boltzmann factors over its eigenvalues

For a Hermitian matrix H of finite size and any real β, `trace_exp_eq_sum` states that the trace of exp(−βH) equals the sum of the real numbers exp(−βE_j), where the E_j are the eigenvalues of H counted with multiplicity. If H is a Hamiltonian and β an inverse temperature, this is the canonical partition function written as a sum over energy levels. The attempt writes H as a diagonal matrix conjugated by a unitary U, takes U outside the exponential and removes it by cycling the trace. What remains is to compare the diagonal entries with the Boltzmann factors one by one.

This version doesn't compile in Lean 4 with Mathlib:

```lean
import Mathlib

open Matrix

namespace TraceExpEqSum

noncomputable section

variable {m n : Type*} [Fintype m] [DecidableEq m] [Fintype n] [DecidableEq n]

/-- A Hermitian matrix is diagonalised by a unitary matrix, with its eigenvalues on the diagonal. -/
theorem spectral_decomposition {H : Matrix n n ℂ} (hH : H.IsHermitian) :
    ∃ U : Matrix n n ℂ, U * Uᴴ = 1 ∧
      H = U * diagonal (fun j => (hH.eigenvalues j : ℂ)) * Uᴴ := by
  refine ⟨hH.eigenvectorUnitary, mem_unitaryGroup_iff.mp hH.eigenvectorUnitary.2, ?_⟩
  have h := hH.spectral_theorem
  rw [Unitary.conjStarAlgAut_apply] at h
  exact h

/-- For Hermitian `H` the trace of `exp(-β H)` is the real sum of Boltzmann factors over the
eigenvalues. -/
theorem trace_exp_eq_sum (β : ℝ) {H : Matrix n n ℂ} (hH : H.IsHermitian) :
    trace (NormedSpace.exp ((-(β : ℂ)) • H)) =
      ((∑ j, Real.exp (-β * hH.eigenvalues j) : ℝ) : ℂ) := by
  obtain ⟨U, hU, hd⟩ := spectral_decomposition hH
  have hU' : Uᴴ * U = 1 := mul_eq_one_comm.mp hU
  have hinv : U⁻¹ = Uᴴ := inv_eq_right_inv hU
  have hunit : IsUnit U := ⟨⟨U, Uᴴ, hU, hU'⟩, rfl⟩
  have hdiag : diagonal (fun j => ((-β * hH.eigenvalues j : ℝ) : ℂ)) =
      (-(β : ℂ)) • diagonal (fun j => (hH.eigenvalues j : ℂ)) := by
    rw [← diagonal_smul]
    congr 1
    funext j
    simp
  have e : (-(β : ℂ)) • H =
      U * diagonal (fun j => ((-β * hH.eigenvalues j : ℝ) : ℂ)) * U⁻¹ := by
    rw [hinv, hdiag, Matrix.mul_smul, Matrix.smul_mul, ← hd]
  -- the trace does not see the change of basis
  rw [e, Matrix.exp_conj _ _ hunit, trace_mul_cycle, hinv, hU', Matrix.one_mul,
    Matrix.exp_diagonal, trace_diagonal, Complex.ofReal_sum]
  refine Finset.sum_congr rfl fun j _ => ?_
  rw [Pi.exp_apply, ← Complex.exp_eq_exp_ℂ, ← Complex.ofReal_exp]

end

end TraceExpEqSum
```

Compiling this gives:

```
Main.lean:42:6: error(lean.unknownIdentifier): Unknown identifier `Pi.exp_apply`
Main.lean:24:59: error: unsolved goals
n : Type u_2
inst✝¹ : Fintype n
inst✝ : DecidableEq n
β : ℝ
H : Matrix n n ℂ
hH : H.IsHermitian
U : Matrix n n ℂ
hU : U * Uᴴ = 1
hd : H = (U * diagonal fun j => ↑(hH.eigenvalues j)) * Uᴴ
hU' : Uᴴ * U = 1
hinv : U⁻¹ = Uᴴ
hunit : IsUnit U
hdiag : (diagonal fun j => ↑(-β * hH.eigenvalues j)) = -↑β • diagonal fun j => ↑(hH.eigenvalues j)
e : -↑β • H = (U * diagonal fun j => ↑(-β * hH.eigenvalues j)) * U⁻¹
j : n
x✝ : j ∈ Finset.univ
⊢ NormedSpace.exp (fun j => ↑(-β * hH.eigenvalues j)) j = ↑(Real.exp (-β * hH.eigenvalues j))
```

Diagnosis. The first message says that Lean knows nothing called `Pi.exp_apply`, so the last `rw` fails. The second shows the goal this leaves open. `Matrix.exp_diagonal` has turned the exponential of the diagonal matrix into that of the function listing its entries, and the goal has this exponential evaluated at `j`. Before `Complex.exp_eq_exp_ℂ` can be of use, it must become the exponential of the single number at `j`, which is the step the missing lemma was meant to supply.

The repair proves that step as `hexp`. Both exponentials are written as series with `NormedSpace.exp_eq_tsum`, and since the series of functions is summable, `tsum_apply` lets it be evaluated term by term at `j`. The new `refine` applies `hexp` to the left side, and the final `rw` identifies the complex exponential with the real one. That `rw` now uses `Complex.ofReal_exp` from left to right, which is mere tidying, as either direction makes the two sides agree.

Lean accepts the file once it reads:

```diff
@@ -27,4 +27,11 @@
   have hinv : U⁻¹ = Uᴴ := inv_eq_right_inv hU
   have hunit : IsUnit U := ⟨⟨U, Uᴴ, hU, hU'⟩, rfl⟩
+  -- the exponential series of a function is evaluated entry by entry
+  have hexp : ∀ (v : n → ℂ) (j : n), NormedSpace.exp v j = NormedSpace.exp (v j) := by
+    intro v j
+    have hs : Summable (fun k : ℕ => ((k.factorial : ℂ)⁻¹) • v ^ k) :=
+      NormedSpace.expSeries_summable' (𝕂 := ℂ) (x := v)
+    rw [NormedSpace.exp_eq_tsum (𝕂 := ℂ), NormedSpace.exp_eq_tsum (𝕂 := ℂ)]
+    exact tsum_apply hs
   have hdiag : diagonal (fun j => ((-β * hH.eigenvalues j : ℝ) : ℂ)) =
       (-(β : ℂ)) • diagonal (fun j => (hH.eigenvalues j : ℂ)) := by
@@ -40,5 +47,6 @@
     Matrix.exp_diagonal, trace_diagonal, Complex.ofReal_sum]
   refine Finset.sum_congr rfl fun j _ => ?_
-  rw [Pi.exp_apply, ← Complex.exp_eq_exp_ℂ, ← Complex.ofReal_exp]
+  refine (hexp _ j).trans ?_
+  rw [← Complex.exp_eq_exp_ℂ, Complex.ofReal_exp]
 
 end
```
